# The derivative of the trial function √r (L² − ln² r)², cut off to zero where ln² r > L²

The lemma `hasDerivAt_logBump` concerns the real trial function u(r) = √r M(r)², where M(r) is the larger of L² − ln² r and 0. It says that for every real L and every r > 0, u is differentiable at r with derivative u(r)/(2r) − 4 ln r · M(r)/√r, including at the points where the cut-off sets in. The function is not normalised, and the statement involves no Hamiltonian or energy. The attempt differentiates L² − ln² r, applies the chain rule with an earlier lemma on the square of the positive part, and then uses the product rule with √r and simplifies the result.

An attempt in Lean 4 with a fault in it:

```lean
import Mathlib

open MeasureTheory Set
open scoped Topology

namespace SemilocalInverseSquare

noncomputable section

/-- The trial function `√r (L² - ln² r)²`, cut off to zero where `ln² r > L²`. -/
def logBump (L r : ℝ) : ℝ := Real.sqrt r * (max (L ^ 2 - Real.log r ^ 2) 0) ^ 2

/-- The square of the positive part of `x` has derivative twice the positive part. -/
lemma hasDerivAt_posPart_sq (x : ℝ) :
    HasDerivAt (fun y : ℝ => (max y 0) ^ 2) (2 * max x 0) x := by
  have hsq : HasDerivAt (fun y : ℝ => y ^ 2) (2 * x) x := by simpa using hasDerivAt_pow 2 x
  rcases lt_trichotomy x 0 with hx | rfl | hx
  · rw [max_eq_right hx.le, mul_zero]
    refine (hasDerivAt_const x (0 : ℝ)).congr_of_eventuallyEq ?_
    filter_upwards [Iio_mem_nhds hx] with y hy
    simp [max_eq_right (le_of_lt (show y < 0 from hy))]
  · rw [max_self]
    rw [mul_zero] at hsq ⊢
    have h1 : HasDerivWithinAt (fun y : ℝ => (max y 0) ^ 2) 0 (Iic 0) 0 :=
      (hasDerivAt_const (0 : ℝ) (0 : ℝ)).hasDerivWithinAt.congr
        (fun y hy => by simp [max_eq_right (show y ≤ 0 from hy)]) (by simp)
    have h2 : HasDerivWithinAt (fun y : ℝ => (max y 0) ^ 2) 0 (Ici 0) 0 :=
      hsq.hasDerivWithinAt.congr
        (fun y hy => by simp [max_eq_left (show 0 ≤ y from hy)]) (by simp)
    have h3 := h1.union h2
    rwa [Iic_union_Ici, hasDerivWithinAt_univ] at h3
  · rw [max_eq_left hx.le]
    refine hsq.congr_of_eventuallyEq ?_
    filter_upwards [Ioi_mem_nhds hx] with y hy
    simp [max_eq_left (le_of_lt (show 0 < y from hy))]

/-- The derivative of the logarithmic trial function at `r > 0`. -/
lemma hasDerivAt_logBump (L : ℝ) {r : ℝ} (hr : 0 < r) :
    HasDerivAt (logBump L) (logBump L r / (2 * r)
      - 4 * Real.log r * max (L ^ 2 - Real.log r ^ 2) 0 / Real.sqrt r) r := by
  have h3 : HasDerivAt (fun x => L ^ 2 - Real.log x ^ 2) (-(2 * Real.log r * r⁻¹)) r :=
    (((Real.hasDerivAt_log hr.ne').fun_pow 2).const_sub (L ^ 2)).congr_deriv (by simp)
  have h4 : HasDerivAt (fun x => (max (L ^ 2 - Real.log x ^ 2) 0) ^ 2)
      (2 * max (L ^ 2 - Real.log r ^ 2) 0 * (-(2 * Real.log r * r⁻¹))) r :=
    (hasDerivAt_posPart_sq (L ^ 2 - Real.log r ^ 2)).comp r h3
  refine ((Real.hasDerivAt_sqrt hr.ne').fun_mul h4).congr_deriv ?_
  have hs := Real.mul_self_sqrt hr.le
  have hs0 := (Real.sqrt_pos.2 hr).ne'
  simp only [logBump]
  clear h3 h4
  generalize max (L ^ 2 - Real.log r ^ 2) 0 = M
  generalize Real.log r = t
  generalize Real.sqrt r = s at hs hs0 ⊢
  subst hs
  field_simp <;> ring

end

end SemilocalInverseSquare
```

Compiling this gives:

```
Main.lean:45:4: error: Type mismatch
  HasDerivAt.comp r ?m.334 h3
has type
  HasDerivAt (?m.331 ∘ fun x => L ^ 2 - Real.log x ^ 2) (?m.333 * -(2 * Real.log r * r⁻¹)) r
but is expected to have type
  HasDerivAt (fun x => max (L ^ 2 - Real.log x ^ 2) 0 ^ 2)
    (2 * max (L ^ 2 - Real.log r ^ 2) 0 * -(2 * Real.log r * r⁻¹)) r
```

Cause. The error is in the chain-rule step `h4`. `HasDerivAt.comp` gives the derivative of a composition written with `∘`, while `h4` states the function as a single `fun x => …`. The two are equal by definition once the outer function is known. But Lean compared them while that function was still undetermined, shown as `?m.331` in the message, with its derivative `?m.333` and the proof `?m.334` also open. It did not find the outer function by matching against the expected type, and reported a mismatch.

The repair first builds the composition as `h`, with no expected type imposed, so `hasDerivAt_posPart_sq` fixes the outer function and its derivative. `exact h` then only has to compare two fully known statements, which agree on unfolding the composition.

Replacing `field_simp <;> ring` by the two tactics on separate lines is mere tidying; no message concerns that line.

As a diff, the version that Lean accepts:

```diff
@@ -42,6 +42,7 @@
     (((Real.hasDerivAt_log hr.ne').fun_pow 2).const_sub (L ^ 2)).congr_deriv (by simp)
   have h4 : HasDerivAt (fun x => (max (L ^ 2 - Real.log x ^ 2) 0) ^ 2)
-      (2 * max (L ^ 2 - Real.log r ^ 2) 0 * (-(2 * Real.log r * r⁻¹))) r :=
-    (hasDerivAt_posPart_sq (L ^ 2 - Real.log r ^ 2)).comp r h3
+      (2 * max (L ^ 2 - Real.log r ^ 2) 0 * (-(2 * Real.log r * r⁻¹))) r := by
+    have h := (hasDerivAt_posPart_sq (L ^ 2 - Real.log r ^ 2)).comp r h3
+    exact h
   refine ((Real.hasDerivAt_sqrt hr.ne').fun_mul h4).congr_deriv ?_
   have hs := Real.mul_self_sqrt hr.le
@@ -53,5 +54,6 @@
   generalize Real.sqrt r = s at hs hs0 ⊢
   subst hs
-  field_simp <;> ring
+  field_simp
+  ring
 
 end
```
